# For two equal Cartesian shells, horizontal-transfer intermediates are fewer than component pairs exactly from d shells onward

When an integral code works with contracted Gaussians, it can sum over the primitives first and only then move angular momentum from centre $A$ to centre $B$. The quantities that pass through the contraction loop are then the intermediates of the horizontal recurrence, with all angular momentum on $A$, instead of the final pairs of components. Whether that loop gets shorter is a matter of counting.

Let the shells on $A$ and $B$ have degrees $a\ge b$. The intermediates are the Cartesian components of degrees $a,\dots,a+b$, and their number is

$$I(a,b)=\binom{a+b+3}{3}-\binom{a+2}{3}.$$

The component pairs number

$$P(a,b)=\frac{(a+1)(a+2)}2\,\frac{(b+1)(b+2)}2 .$$

Then $I\le P$, with strict inequality exactly when $b\ge1$ and $a\ge2$. For equal shells, $a=b=l$, the counts agree for s and p ($l=0,1$), and there are fewer intermediates for every $l\ge2$.

## Array lengths in early contraction

The counts fix the length of the contracted array for each shell pair:

| shells | intermediates | pairs |
|---|---:|---:|
| pp | 9 | 9 |
| dp | 16 | 18 |
| dd | 31 | 36 |
| ff | 74 | 100 |

This bears on the cost of electronic-structure integrals only through the number of quantities contracted; it is not an operation count. Even for pp, early contraction means that the transfer runs once per contracted pair and not once per primitive pair.

The same argument can be applied to each electron of a two-electron integral, where the counts multiply. For four d shells, $31^2=961$ intermediates replace $36^2=1296$ component quadruples.

## From a shift of centre to the difference of counts

Write $x-B_x=(x-A_x)+(A_x-B_x)$. Multiplying by the remaining angular factors exchanges one power of $x$ on $B$ for one on $A$, plus $(A_x-B_x)$ times the lower product. The $y$ and $z$ directions work the same way.

**Sufficiency.** Induct on $b$. For $b=0$ the product is already a component of degree $a$ on $A$. For $b+1$, some exponent on $B$ is positive, and the recurrence in that direction gives two products with degrees $(a+1,b)$ and $(a,b)$. By induction they are combinations of components of degrees $a+1,\dots,a+b+1$ and $a,\dots,a+b$. Both ranges lie within $a,\dots,a+b+1$.

**One shell.** Let $N(d)$ be the number of exponent triples with sum $d$. Triples of sum $d+1$ with a factor $x$ correspond to triples of sum $d$; those without one number $d+2$. Hence $N(d+1)=N(d)+d+2$ with $N(0)=1$, so $N(d)=\binom{d+2}2$.

**All intermediates.** Since $\binom{d+2}2=\binom{d+3}3-\binom{d+2}3$, the sum over $d=a,\dots,a+b$ telescopes to $I(a,b)$.

**The difference.** Clearing denominators,

$$\begin{aligned}12(P-I)={}&3(a+1)(a+2)(b+1)(b+2)\\&-2(a+b+1)(a+b+2)(a+b+3)\\&+2a(a+1)(a+2)=bF,\end{aligned}$$

where $F=3a^2b+3a^2+3ab+3a-2b^2-6b-4$. This regroups as

$$\begin{aligned}F={}&3a^2b+3(a-b)(a+b)+3b(a-2)\\&+(b-1)(b+4)+3(a-b).\end{aligned}$$

For $a\ge b\ge1$ and $a\ge2$, the first term is positive and the others are non-negative, so $P>I$. The only other cases with $a\ge b$ are $b=0$, where the prefactor vanishes, and $a=b=1$, where $F=0$. For equal shells the saving is

$$P-I=\frac{l(l^2-1)(3l+4)}{12}.$$

## The recurrence and the counts in Lean 4

```lean
import Mathlib

namespace HorizontalRecurrenceCost

/-- The Cartesian components of degree `d`: exponent triples `(i, j, k)` with `i + j + k = d`. -/
def shell (d : ℕ) : Finset (ℕ × ℕ × ℕ) :=
  (Finset.range (d + 1) ×ˢ (Finset.range (d + 1) ×ˢ Finset.range (d + 1))).filter
    (fun p => p.1 + p.2.1 + p.2.2 = d)

/-- The intermediates of the horizontal transfer: all components of degrees `a` to `a + b`. -/
def intermediates (a b : ℕ) : Finset (ℕ × ℕ × ℕ) :=
  (Finset.Icc a (a + b)).biUnion shell

/-- The pairs of components of two shells of degrees `a` and `b`. -/
def pairs (a b : ℕ) : Finset ((ℕ × ℕ × ℕ) × (ℕ × ℕ × ℕ)) :=
  shell a ×ˢ shell b

/-- The angular factor `(x - A_x)^i (y - A_y)^j (z - A_z)^k` of a Cartesian Gaussian on `A`. -/
noncomputable def cart (A : Fin 3 → ℝ) (p : ℕ × ℕ × ℕ) (r : Fin 3 → ℝ) : ℝ :=
  (r 0 - A 0) ^ p.1 * (r 1 - A 1) ^ p.2.1 * (r 2 - A 2) ^ p.2.2

/-- A triple belongs to the shell of degree `d` exactly when its exponents add up to `d`. -/
theorem mem_shell {d : ℕ} {p : ℕ × ℕ × ℕ} : p ∈ shell d ↔ p.1 + p.2.1 + p.2.2 = d := by
  simp only [shell, Finset.mem_filter, Finset.mem_product, Finset.mem_range]
  constructor
  · exact fun h => h.2
  · intro h
    exact ⟨⟨by omega, by omega, by omega⟩, h⟩

/-- A triple is an intermediate exactly when its degree lies between `a` and `a + b`. -/
theorem mem_intermediates {a b : ℕ} {p : ℕ × ℕ × ℕ} : p ∈ intermediates a b ↔
    a ≤ p.1 + p.2.1 + p.2.2 ∧ p.1 + p.2.1 + p.2.2 ≤ a + b := by
  simp only [intermediates, Finset.mem_biUnion, Finset.mem_Icc, mem_shell]
  constructor
  · rintro ⟨d, hd, h⟩
    omega
  · intro h
    exact ⟨_, h, rfl⟩

/-- The horizontal recurrence in the three Cartesian directions: one power on `B` is exchanged
for one power on `A` plus a multiple of the lower product by the component of `A - B`. -/
theorem horizontal_recurrence (A B : Fin 3 → ℝ) (i j k u v w : ℕ) :
    (cart A (i, j, k) * cart B (u + 1, v, w) = cart A (i + 1, j, k) * cart B (u, v, w)
      + (A 0 - B 0) • (cart A (i, j, k) * cart B (u, v, w))) ∧
    (cart A (i, j, k) * cart B (u, v + 1, w) = cart A (i, j + 1, k) * cart B (u, v, w)
      + (A 1 - B 1) • (cart A (i, j, k) * cart B (u, v, w))) ∧
    (cart A (i, j, k) * cart B (u, v, w + 1) = cart A (i, j, k + 1) * cart B (u, v, w)
      + (A 2 - B 2) • (cart A (i, j, k) * cart B (u, v, w))) := by
  refine ⟨?_, ?_, ?_⟩ <;> funext r <;>
    simp only [cart, Pi.mul_apply, Pi.add_apply, Pi.smul_apply, smul_eq_mul, pow_succ] <;> ring

/-- Every product of a degree-`a` component on `A` and a degree-`b` component on `B` is a real
linear combination of the intermediates on `A`. -/
theorem product_mem_span (A B : Fin 3 → ℝ) (b : ℕ) : ∀ (a : ℕ) (p q : ℕ × ℕ × ℕ),
    p ∈ shell a → q ∈ shell b → cart A p * cart B q ∈
      Submodule.span ℝ (cart A '' (intermediates a b : Set (ℕ × ℕ × ℕ))) := by
  induction b with
  | zero =>
    rintro a p ⟨u, v, w⟩ hp hq
    have hq' : u + v + w = 0 := mem_shell.mp hq
    have hp' := mem_shell.mp hp
    obtain ⟨rfl, rfl, rfl⟩ : u = 0 ∧ v = 0 ∧ w = 0 := by omega
    have h1 : cart A p * cart B (0, 0, 0) = cart A p := by
      funext r
      simp [cart]
    rw [h1]
    exact Submodule.subset_span
      ⟨p, Finset.mem_coe.mpr (mem_intermediates.mpr (by omega)), rfl⟩
  | succ b ih =>
    rintro a ⟨i, j, k⟩ ⟨u, v, w⟩ hp hq
    have hp' : i + j + k = a := mem_shell.mp hp
    have hq' : u + v + w = b + 1 := mem_shell.mp hq
    -- both terms of the recurrence are already combinations of intermediates
    have step : ∀ (p' q' : ℕ × ℕ × ℕ) (c : ℝ), p' ∈ shell (a + 1) → q' ∈ shell b →
        cart A p' * cart B q' + c • (cart A (i, j, k) * cart B q') ∈
          Submodule.span ℝ (cart A '' (intermediates a (b + 1) : Set (ℕ × ℕ × ℕ))) := by
      intro p' q' c h1 h2
      refine Submodule.add_mem _ (Submodule.span_mono ?_ (ih (a + 1) p' q' h1 h2))
        (Submodule.smul_mem _ c (Submodule.span_mono ?_ (ih a _ q' hp h2)))
      all_goals
        rintro _ ⟨t, ht, rfl⟩
        have ht' := mem_intermediates.mp (Finset.mem_coe.mp ht)
        exact ⟨t, Finset.mem_coe.mpr (mem_intermediates.mpr (by omega)), rfl⟩
    rcases u with _ | u
    · rcases v with _ | v
      · rcases w with _ | w
        · omega
        · rw [(horizontal_recurrence A B i j k 0 0 w).2.2]
          exact step _ _ _ (mem_shell.mpr (by show i + j + (k + 1) = a + 1; omega))
            (mem_shell.mpr (by show 0 + 0 + w = b; omega))
      · rw [(horizontal_recurrence A B i j k 0 v w).2.1]
        exact step _ _ _ (mem_shell.mpr (by show i + (j + 1) + k = a + 1; omega))
          (mem_shell.mpr (by show 0 + v + w = b; omega))
    · rw [(horizontal_recurrence A B i j k u v w).1]
      exact step _ _ _ (mem_shell.mpr (by show i + 1 + j + k = a + 1; omega))
        (mem_shell.mpr (by show u + v + w = b; omega))

/-- A Cartesian shell of degree `d` has `C(d+2, 2)` components. -/
theorem card_shell (d : ℕ) : (shell d).card = (d + 2).choose 2 := by
  induction d with
  | zero => rfl
  | succ d ih =>
    -- separate the components with a factor x from those without
    have split : shell (d + 1) = (shell d).image (fun p => (p.1 + 1, p.2)) ∪
        (Finset.range (d + 2)).image (fun j => (0, j, d + 1 - j)) := by
      ext ⟨i, j, k⟩
      simp only [Finset.mem_union, Finset.mem_image, mem_shell, Finset.mem_range]
      constructor
      · intro h
        have h' : i + j + k = d + 1 := h
        rcases i with _ | i
        · have hk : d + 1 - j = k := by omega
          exact Or.inr ⟨j, by omega, by rw [hk]⟩
        · exact Or.inl ⟨(i, j, k), by show i + j + k = d; omega, rfl⟩
      · rintro (⟨⟨x, y, z⟩, h, e⟩ | ⟨y, h, e⟩) <;>
          simp only [Prod.mk.injEq] at h e ⊢ <;> omega
    have disj : Disjoint ((shell d).image (fun p => (p.1 + 1, p.2)))
        ((Finset.range (d + 2)).image (fun j => (0, j, d + 1 - j))) := by
      refine Finset.disjoint_left.mpr ?_
      intro p hp hq
      obtain ⟨x, _, rfl⟩ := Finset.mem_image.mp hp
      obtain ⟨y, _, e⟩ := Finset.mem_image.mp hq
      have e' := congrArg Prod.fst e
      simp at e'
    have inj1 : Function.Injective (fun p : ℕ × ℕ × ℕ => (p.1 + 1, p.2)) := by
      rintro ⟨x, y⟩ ⟨x', y'⟩ h
      simpa using h
    have inj2 : Function.Injective (fun j : ℕ => ((0 : ℕ), j, d + 1 - j)) :=
      fun x y h => congrArg (fun p : ℕ × ℕ × ℕ => p.2.1) h
    have h : (d + 2 + 1).choose 2 = (d + 2).choose 1 + (d + 2).choose 2 :=
      Nat.choose_succ_succ' _ _
    rw [Nat.choose_one_right] at h
    rw [split, Finset.card_union_of_disjoint disj, Finset.card_image_of_injective _ inj1,
      Finset.card_image_of_injective _ inj2, ih, Finset.card_range,
      show d + 1 + 2 = d + 2 + 1 by omega, h]
    omega

/-- The intermediates, together with `C(a+2, 3)`, number `C(a+b+3, 3)`. -/
theorem card_intermediates (a b : ℕ) :
    (intermediates a b).card + (a + 2).choose 3 = (a + b + 3).choose 3 := by
  have hc : (intermediates a b).card = ∑ d ∈ Finset.Icc a (a + b), (d + 2).choose 2 := by
    unfold intermediates
    rw [Finset.card_biUnion]
    · exact Finset.sum_congr rfl (fun d _ => card_shell d)
    · intro x _ y _ hxy
      show Disjoint (shell x) (shell y)
      refine Finset.disjoint_left.mpr ?_
      intro p hp hq
      exact hxy ((mem_shell.mp hp).symm.trans (mem_shell.mp hq))
  rw [hc]
  clear hc
  -- hockey-stick summation over the degrees
  induction b with
  | zero =>
    rw [Nat.add_zero, Finset.Icc_self, Finset.sum_singleton]
    exact (Nat.choose_succ_succ' _ _).symm
  | succ b ih =>
    show (∑ d ∈ Finset.Icc a (a + b + 1), (d + 2).choose 2) + (a + 2).choose 3
      = (a + b + 1 + 3).choose 3
    have h : (a + b + 3 + 1).choose 3 = (a + b + 3).choose 2 + (a + b + 3).choose 3 :=
      Nat.choose_succ_succ' _ _
    rw [Finset.sum_Icc_succ_top (by omega), show a + b + 1 + 2 = a + b + 3 by omega,
      show a + b + 1 + 3 = a + b + 3 + 1 by omega, h]
    omega

private theorem two_choose (n : ℕ) : 2 * (n + 2).choose 2 = (n + 1) * (n + 2) := by
  induction n with
  | zero => rfl
  | succ n ih =>
    have h : (n + 2 + 1).choose 2 = (n + 2).choose 1 + (n + 2).choose 2 :=
      Nat.choose_succ_succ' _ _
    rw [Nat.choose_one_right] at h
    rw [show n + 1 + 2 = n + 2 + 1 by omega, h]
    nlinarith [ih]

private theorem six_choose (n : ℕ) : 6 * (n + 2).choose 3 = n * (n + 1) * (n + 2) := by
  induction n with
  | zero => rfl
  | succ n ih =>
    have h : (n + 2 + 1).choose 3 = (n + 2).choose 2 + (n + 2).choose 3 :=
      Nat.choose_succ_succ' _ _
    rw [show n + 1 + 2 = n + 2 + 1 by omega, h]
    nlinarith [ih, two_choose n]

/-- Twelve times the difference (number of component pairs minus number of intermediates), as an
explicit polynomial in the two degrees. -/
theorem saving_formula (a b : ℕ) :
    12 * (((pairs a b).card : ℤ) - (intermediates a b).card) =
      b * (3 * a ^ 2 * b + 3 * a ^ 2 + 3 * a * b + 3 * a - 2 * b ^ 2 - 6 * b - 4) := by
  have hP : ((pairs a b).card : ℤ) = ((a + 2).choose 2 : ℤ) * ((b + 2).choose 2 : ℤ) := by
    rw [pairs, Finset.card_product, card_shell, card_shell, Nat.cast_mul]
  have h1 : (2 : ℤ) * ((a + 2).choose 2 : ℤ) = (a + 1) * (a + 2) := by
    exact_mod_cast two_choose a
  have h2 : (2 : ℤ) * ((b + 2).choose 2 : ℤ) = (b + 1) * (b + 2) := by
    exact_mod_cast two_choose b
  have h3 : ((intermediates a b).card : ℤ) + ((a + 2).choose 3 : ℤ)
      = ((a + b + 3).choose 3 : ℤ) := by
    exact_mod_cast card_intermediates a b
  have h4 : (6 : ℤ) * ((a + 2).choose 3 : ℤ) = a * (a + 1) * (a + 2) := by
    exact_mod_cast six_choose a
  have h5 : (6 : ℤ) * ((a + b + 3).choose 3 : ℤ)
      = (a + b + 1) * (a + b + 1 + 1) * (a + b + 1 + 2) := by
    have h := six_choose (a + b + 1)
    rw [show a + b + 1 + 2 = a + b + 3 by omega] at h
    have h' : (6 : ℤ) * ((a + b + 3).choose 3 : ℤ)
        = (a + b + 1) * (a + b + 1 + 1) * (a + b + 3) := by exact_mod_cast h
    rw [h']
    ring
  rw [hP]
  linear_combination 6 * ((b + 2).choose 2 : ℤ) * h1 + 3 * ((a : ℤ) + 1) * (a + 2) * h2
    - 12 * h3 + 2 * h4 - 2 * h5

/-- For shells of degrees `a ≥ b` the intermediates never outnumber the component pairs, and they
are strictly fewer exactly when `b ≥ 1` and `a ≥ 2`. -/
theorem fewer_intermediates_iff (a b : ℕ) (hab : b ≤ a) :
    (intermediates a b).card ≤ (pairs a b).card ∧
      ((intermediates a b).card < (pairs a b).card ↔ 1 ≤ b ∧ 2 ≤ a) := by
  have s := saving_formula a b
  by_cases h : 1 ≤ b ∧ 2 ≤ a
  · have hb : (1 : ℤ) ≤ b := by exact_mod_cast h.1
    have ha : (2 : ℤ) ≤ a := by exact_mod_cast h.2
    have hab' : (b : ℤ) ≤ a := by exact_mod_cast hab
    have hpos : (0 : ℤ) < 3 * a ^ 2 * b + 3 * a ^ 2 + 3 * a * b + 3 * a
        - 2 * b ^ 2 - 6 * b - 4 := by
      have e1 : (0 : ℤ) < a ^ 2 * b := by positivity
      have e2 : (0 : ℤ) ≤ (a - b) * (a + b) := mul_nonneg (by linarith) (by linarith)
      have e3 : (0 : ℤ) ≤ b * (a - 2) := mul_nonneg (by linarith) (by linarith)
      have e4 : (0 : ℤ) ≤ (b - 1) * (b + 4) := mul_nonneg (by linarith) (by linarith)
      nlinarith [e1, e2, e3, e4]
    have hp := mul_pos (show (0 : ℤ) < b by linarith) hpos
    rw [← s] at hp
    have hlt : (intermediates a b).card < (pairs a b).card := by omega
    exact ⟨hlt.le, fun _ => h, fun _ => hlt⟩
  · -- only a partner s shell or two p shells remain, and there the counts agree
    have hz : 12 * (((pairs a b).card : ℤ) - (intermediates a b).card) = 0 := by
      rw [s]
      have hc : b = 0 ∨ (a = 1 ∧ b = 1) := by omega
      rcases hc with h0 | ⟨h1, h2⟩
      · rw [h0]
        simp
      · rw [h1, h2]
        norm_num
    have heq : (intermediates a b).card = (pairs a b).card := by omega
    exact ⟨heq.le, fun hlt => absurd heq hlt.ne, fun h' => absurd h' h⟩

/-- For two shells of equal degree `l`, the intermediates number `C(2l+3,3) - C(l+2,3)` and the
pairs `((l+1)(l+2)/2)^2`; the counts agree for `l ≤ 1`, and the first is smaller iff `l ≥ 2`. -/
theorem equal_shells (l : ℕ) :
    (intermediates l l).card = (2 * l + 3).choose 3 - (l + 2).choose 3 ∧
    (pairs l l).card = ((l + 1) * (l + 2) / 2) ^ 2 ∧
    ((intermediates l l).card = (pairs l l).card ↔ l ≤ 1) ∧
    ((intermediates l l).card < (pairs l l).card ↔ 2 ≤ l) := by
  obtain ⟨hle, hlt⟩ := fewer_intermediates_iff l l le_rfl
  refine ⟨?_, ?_, ?_, ?_⟩
  · have h := card_intermediates l l
    rw [← two_mul] at h
    omega
  · rw [← two_choose l, Nat.mul_div_cancel_left _ (by norm_num), pairs, Finset.card_product,
      card_shell, sq]
  · constructor
    · intro h
      by_contra hl
      exact (hlt.mpr ⟨by omega, by omega⟩).ne h
    · intro hl
      refine le_antisymm hle (not_lt.mp fun h => ?_)
      have h2 := (hlt.mp h).2
      omega
  · exact ⟨fun h => (hlt.mp h).2, fun h => hlt.mpr ⟨by omega, h⟩⟩

end HorizontalRecurrenceCost
```

```lean
#print axioms HorizontalRecurrenceCost.product_mem_span
-- 'HorizontalRecurrenceCost.product_mem_span' depends on axioms: [propext, Classical.choice, Quot.sound]
#print axioms HorizontalRecurrenceCost.fewer_intermediates_iff
-- 'HorizontalRecurrenceCost.fewer_intermediates_iff' depends on axioms: [propext, Classical.choice, Quot.sound]
#print axioms HorizontalRecurrenceCost.equal_shells
-- 'HorizontalRecurrenceCost.equal_shells' depends on axioms: [propext, Classical.choice, Quot.sound]
```

## From exponent triples to contracted integrals

A component is a triple of natural numbers, the exponents of $x$, $y$ and $z$. `shell d` is the finite set of triples with sum `d`, `intermediates a b` is the union of the shells from `a` to `a + b`, and `pairs a b` is the product of two shells. The centres are real vectors with coordinates numbered 0, 1, 2, and `cart A p` is the unnormalised angular factor about `A`, as a function of position.

`horizontal_recurrence` states the three exchange identities for these functions; unfolding the powers and calling `ring` proves them. `product_mem_span` says that every product of a degree-`a` component on `A` and a degree-`b` component on `B` lies in the real span of the intermediates on `A`. Its induction keeps `a` general because the recurrence raises it, and the local statement `step` places both terms in the larger span.

`card_shell` splits off the triples without a factor $x$. `card_intermediates` uses the disjointness of the shells and then sums by induction; it is written as an addition, which avoids subtraction of natural numbers. `two_choose` and `six_choose` clear the denominators for `saving_formula`, where `linear_combination` assembles the polynomial over the integers. In `fewer_intermediates_iff`, the facts `e1` to `e4` supply the signs of the first four terms in the regrouped $F$, and `nlinarith` combines them. `equal_shells` sets both degrees to `l`.

The hypothesis `b ≤ a` says that angular momentum is collected on the centre of the higher shell. With no condition on the order the bound fails: an s shell on $A$ and a p shell on $B$ give four intermediates for three pairs.

The step left to the reader is the one from angular factors to integrals. Multiply the identities by the Gaussian exponentials and a multiplicative operator, then integrate; linearity carries the recurrence over. Its coefficients contain only $A-B$ and no exponents, so it commutes with the sum over primitives, provided that all intermediates of a shell pair are contracted with the same weights. Normalisation factors that differ between components, such as those of $xx$ and $xy$, are applied after the transfer.

The intermediates are shown to suffice, not to be the smallest sufficient set: if $A=B$, degree $a+b$ alone is enough. The pairs counted are Cartesian. Two pure d shells have only 25 final pairs, fewer than the 31 intermediates, so the comparison applies before any transformation to spherical functions.
